# Unending singlet-triplet alternation for two electrons in a parabolic dot with inverse-square repulsion and no Zeeman term

In the model treated here, the ground state of a two-electron quantum dot changes its angular momentum as the magnetic field grows. Whether a given positive angular momentum has the lowest energy is decided by comparing the reduced field, defined below, with two explicit numbers. This gives a check on the level ordering in a two-electron code, provided that the code is run with this model interaction and not with the Coulomb one.

In Lean 4 with Mathlib:

```lean
import Mathlib

open Filter Topology

namespace SingletTripletOscillations

noncomputable section
```

## Spectrum of the relative motion

Let $\mu$ be the reduced mass, $r$ the separation in the plane of the dot and $l$ the relative angular momentum in units of $\hbar$. A repulsion $\hbar^2 g/(2\mu r^2)$ has the same form as the centrifugal term $\hbar^2 l^2/(2\mu r^2)$, so it replaces $|l|$ by $s(l)$, where

$$s(x)=\sqrt{x^2+g}.$$

```lean
/-- Effective angular momentum `√(x² + g)` for angular momentum `x` and inverse-square
repulsion of strength `g`. -/
def effMom (g x : ℝ) : ℝ := √(x ^ 2 + g)
```

With confinement frequency $\omega_0$ and cyclotron frequency $\omega_c$, the effective frequency is $\Omega=\sqrt{\omega_0^2+\omega_c^2/4}$. The reduced field is $t=\omega_c/(2\Omega)$, which is below 1 at every finite field. In units of $\Omega$ and without the zero-point constant, the lowest radial level is

$$E_t(x)=s(x)-tx.$$

```lean
/-- Lowest radial level at angular momentum `x`, in units of the effective confinement frequency and
without the constant zero-point term; `t` is the reduced magnetic field. -/
def reducedEnergy (g t x : ℝ) : ℝ := effMom g x - t * x
```

Setting $E_t(m)=E_t(m+1)$ gives the crossing field $t=d_m$, with $d_m=s(m+1)-s(m)$.

```lean
/-- The reduced field at which the levels `m` and `m + 1` cross. -/
def crossing (g : ℝ) (m : ℕ) : ℝ := effMom g ((m : ℝ) + 1) - effMom g m
```

The full levels, for radial number $n$ and integer $l$ with $\hbar=1$, are

$$E_{n,l}=(2n+1+s(l))\,\Omega-\tfrac12 l\,\omega_c .$$

The sign convention is that the field favours positive $l$. This formula enters as a definition; it is not derived from a Hamiltonian.

```lean
/-- Effective confinement frequency of a dot of frequency `ω₀` at cyclotron frequency `ωc`. -/
def omega (ω₀ ωc : ℝ) : ℝ := √(ω₀ ^ 2 + ωc ^ 2 / 4)

/-- Energy of relative motion (with `ħ = 1`) at radial number `n` and angular momentum `l`. -/
def dotEnergy (ω₀ ωc g : ℝ) (n : ℕ) (l : ℤ) : ℝ :=
  (2 * n + 1 + effMom g l) * omega ω₀ ωc - l * ωc / 2
```

`IsUniqueGround` says that the state $(0,m)$ lies strictly below every other pair $(n,l)$, negative $l$ included. Spin enters only through parity: exchanging the electrons multiplies the relative wavefunction by $(-1)^l$, so even $l$ goes with the singlet and odd $l$ with the triplet. The centre-of-mass motion separates and is left out.

```lean
/-- The state with `n = 0` and angular momentum `m` lies strictly below all other states of
relative motion. -/
def IsUniqueGround (ω₀ ωc g : ℝ) (m : ℕ) : Prop :=
  ∀ (n : ℕ) (l : ℤ), (n ≠ 0 ∨ l ≠ (m : ℤ)) →
    dotEnergy ω₀ ωc g 0 (m : ℤ) < dotEnergy ω₀ ωc g n l
```

## Crossing fields between 0 and 1

Since $g>0$, $s(m)>m$ and $s(m+1)>s(m)$, so $d_m>0$. Squaring $s(m+1)<s(m)+1$ reduces it to $m<s(m)$, so $d_m<1$. In the code, `lt_of_pow_lt_pow_left₀` passes from squares back to the quantities themselves.

```lean
variable {g t : ℝ}

/-- Every crossing field lies strictly between 0 and 1. -/
theorem crossing_mem_Ioo (hg : 0 < g) (m : ℕ) : crossing g m ∈ Set.Ioo (0 : ℝ) 1 := by
  have hm : (0 : ℝ) ≤ m := m.cast_nonneg
  have sq : ∀ x : ℝ, effMom g x ^ 2 = x ^ 2 + g := fun x => Real.sq_sqrt (by positivity)
  have pos : ∀ x : ℝ, 0 < effMom g x := fun x => Real.sqrt_pos.2 (by positivity)
  have a := sq m
  have b := sq ((m : ℝ) + 1)
  have hxa : (m : ℝ) < effMom g m :=
    lt_of_pow_lt_pow_left₀ 2 (pos _).le (by rw [a]; linarith)
  have h0 : effMom g m < effMom g ((m : ℝ) + 1) :=
    lt_of_pow_lt_pow_left₀ 2 (pos _).le (by rw [a, b]; nlinarith)
  have h1 : effMom g ((m : ℝ) + 1) < effMom g m + 1 :=
    lt_of_pow_lt_pow_left₀ 2 (by linarith [pos m]) (by rw [b]; nlinarith)
  unfold crossing
  exact ⟨by linarith, by linarith⟩
```

The crossings are ordered if $2s(m+1)<s(m)+s(m+2)$. Squaring turns this into

$$m(m+2)+g<s(m)\,s(m+2),$$

and squaring again leaves a difference of $g\,[(m+2)-m]^2=4g>0$ between the two sides. The steps `hac` and `h` are these two inequalities, in reverse order.

```lean
/-- Successive level crossings occur at strictly increasing reduced fields. -/
theorem crossing_strictMono (hg : 0 < g) : StrictMono (crossing g) := by
  refine strictMono_nat_of_lt_succ fun m => ?_
  have hm : (0 : ℝ) ≤ m := m.cast_nonneg
  have sq : ∀ x : ℝ, effMom g x ^ 2 = x ^ 2 + g := fun x => Real.sq_sqrt (by positivity)
  have pos : ∀ x : ℝ, 0 < effMom g x := fun x => Real.sqrt_pos.2 (by positivity)
  have a := sq m
  have b := sq ((m : ℝ) + 1)
  have c := sq ((m : ℝ) + 1 + 1)
  have pa := pos m
  have pc := pos ((m : ℝ) + 1 + 1)
  -- the product of the outer terms exceeds its value without repulsion by more than `g`
  have hac : (m : ℝ) * (m + 2) + g < effMom g m * effMom g ((m : ℝ) + 1 + 1) :=
    lt_of_pow_lt_pow_left₀ 2 (by positivity) (by rw [mul_pow, a, c]; nlinarith)
  have h : 2 * effMom g ((m : ℝ) + 1) < effMom g m + effMom g ((m : ℝ) + 1 + 1) :=
    lt_of_pow_lt_pow_left₀ 2 (by positivity) (by rw [mul_pow, b]; nlinarith)
  unfold crossing
  push_cast
  linarith
```

For the limit, put $y=m+1$. Then $s(y)\le y+g/y$, because the square of the right side is at least $y^2+2g$, and $s(y+1)\ge y+1$. Hence

$$1-\frac{g}{m+1}\le d_{m+1}<1,$$

and squeezing gives $d_m\to1$.

```lean
/-- The crossing fields tend to 1 for large angular momentum. -/
theorem crossing_tendsto_one (hg : 0 < g) : Tendsto (crossing g) atTop (𝓝 1) := by
  have hlow := ((tendsto_one_div_add_atTop_nhds_zero_nat (𝕜 := ℝ)).const_mul g).const_sub 1
  rw [mul_zero, sub_zero] at hlow
  refine (tendsto_add_atTop_iff_nat 1).1
    (tendsto_of_tendsto_of_tendsto_of_le_of_le hlow tendsto_const_nhds (fun m => ?_)
      (fun m => (crossing_mem_Ioo hg (m + 1)).2.le))
  have hy : (0 : ℝ) < (m : ℝ) + 1 := by positivity
  have hu : ((m : ℝ) + 1) * (1 / ((m : ℝ) + 1)) = 1 := mul_one_div_cancel hy.ne'
  have h1 : effMom g ((m : ℝ) + 1) ≤ (m : ℝ) + 1 + g * (1 / ((m : ℝ) + 1)) := by
    refine Real.sqrt_le_iff.2 ⟨by positivity, ?_⟩
    nlinarith [sq_nonneg (g * (1 / ((m : ℝ) + 1))), congrArg (fun z => g * z) hu]
  have h2 : (m : ℝ) + 1 + 1 ≤ effMom g ((m : ℝ) + 1 + 1) :=
    (Real.le_sqrt' (by positivity)).2 (by linarith)
  change 1 - g * (1 / ((m : ℝ) + 1)) ≤ crossing g (m + 1)
  unfold crossing
  push_cast
  linarith
```

## Which angular momentum wins

Comparison with distant levels needs the supporting-line inequality

$$(k-m)\,d_m\le s(k)-s(m).$$

For $k\ge m$ the right side is $d_m+\dots+d_{k-1}$, a sum of $k-m$ terms, each at least $d_m$. For $k<m$, $s(m)-s(k)$ is a sum of $m-k$ terms, each at most $d_m$. The two inductions build up these sums one term at a time.

```lean
/-- The line through the effective angular momenta at `m` and `m + 1` lies nowhere above
the effective angular momentum at natural `k`. -/
theorem crossing_supports (hg : 0 < g) (m k : ℕ) :
    ((k : ℝ) - m) * crossing g m ≤ effMom g k - effMom g m := by
  have step : ∀ j : ℕ, effMom g ((j + 1 : ℕ) : ℝ) = effMom g j + crossing g j := by
    intro j
    unfold crossing
    push_cast
    ring
  rcases le_total m k with h | h
  · induction k, h using Nat.le_induction with
    | base => simp
    | succ k hk ih =>
      have h1 := (crossing_strictMono hg).monotone hk
      rw [step k]
      push_cast
      nlinarith
  · induction m, h using Nat.le_induction with
    | base => simp
    | succ m hm ih =>
      have h1 : crossing g m ≤ crossing g (m + 1) :=
        (crossing_strictMono hg).monotone (Nat.le_succ m)
      have h2 : (k : ℝ) ≤ m := by exact_mod_cast hm
      rw [step m]
      push_cast
      nlinarith [mul_nonneg (show (0 : ℝ) ≤ m + 1 - k by linarith) (sub_nonneg.2 h1)]
```

If $m+1$ minimizes $E_t$ over the naturals, comparing it with $m$ and $m+2$ gives $d_m\le t\le d_{m+1}$. Conversely, suppose that these bounds hold. For $k\ge m+1$, the line through $m+1$ and $m+2$ gives

$$s(k)-s(m+1)\ge(k-m-1)\,d_{m+1}\ge(k-m-1)\,t.$$

For $k\le m+1$, the line through $m$ and $m+1$ gives

$$s(k)-s(m+1)\ge(k-m-1)\,d_m\ge(k-m-1)\,t,$$

where the last step uses $k-m-1\le0$. Either way $E_t(k)\ge E_t(m+1)$. The products supplied to `nlinarith` are these last steps.

```lean
/-- Angular momentum `m + 1` minimizes the reduced energy over the naturals exactly when the
reduced field lies between its crossings with `m` and with `m + 2`. -/
theorem ground_iff (hg : 0 < g) (m : ℕ) :
    (∀ k : ℕ, reducedEnergy g t ((m + 1 : ℕ) : ℝ) ≤ reducedEnergy g t k) ↔
      crossing g m ≤ t ∧ t ≤ crossing g (m + 1) := by
  constructor
  · intro h
    have h1 := h m
    have h2 := h (m + 1 + 1)
    unfold reducedEnergy at h1 h2
    unfold crossing
    push_cast at h1 h2 ⊢
    constructor <;> linarith
  · rintro ⟨h1, h2⟩ k
    have s1 := crossing_supports hg m k
    have s2 := crossing_supports hg (m + 1) k
    have hR : crossing g m = effMom g ((m : ℝ) + 1) - effMom g m := rfl
    unfold reducedEnergy
    push_cast at s2 ⊢
    rcases le_total (k : ℝ) ((m : ℝ) + 1) with h | h
    · nlinarith [mul_nonneg (sub_nonneg.2 h) (sub_nonneg.2 h1)]
    · nlinarith [mul_nonneg (sub_nonneg.2 h) (sub_nonneg.2 h2)]
```

With strict bounds on $t$ and $k\ne m+1$, the same products are positive and the minimizer is unique.

```lean
/-- Strictly between two successive crossings, angular momentum `m + 1` is the unique minimizer of
the reduced energy over the naturals. -/
theorem ground_unique (hg : 0 < g) {m : ℕ} (h1 : crossing g m < t)
    (h2 : t < crossing g (m + 1)) (k : ℕ) (hk : k ≠ m + 1) :
    reducedEnergy g t ((m + 1 : ℕ) : ℝ) < reducedEnergy g t k := by
  have s1 := crossing_supports hg m k
  have s2 := crossing_supports hg (m + 1) k
  have hR : crossing g m = effMom g ((m : ℝ) + 1) - effMom g m := rfl
  unfold reducedEnergy
  push_cast at s2 ⊢
  rcases lt_or_gt_of_ne hk with h | h
  · have h' : (k : ℝ) < (m : ℝ) + 1 := by exact_mod_cast h
    nlinarith [mul_pos (sub_pos.2 h') (sub_pos.2 h1)]
  · have h' : (m : ℝ) + 1 < (k : ℝ) := by exact_mod_cast h
    nlinarith [mul_pos (sub_pos.2 h') (sub_pos.2 h2)]
```

Every positive angular momentum therefore wins at the midpoint of its window. The smallest case, $m=0$, has no lower neighbour. There the supporting line gives $E_t(k)-E_t(0)\ge k(d_0-t)$, which is positive for $k\ge1$ at $t=d_0/2$. The first crossing is at $d_0=\sqrt{1+g}-\sqrt g$.

```lean
/-- Every natural angular momentum is the unique minimizer of the reduced energy over the naturals
at some reduced field between 0 and 1. -/
theorem every_m_is_ground (hg : 0 < g) (m : ℕ) :
    ∃ t ∈ Set.Ioo (0 : ℝ) 1, ∀ k : ℕ, k ≠ m →
      reducedEnergy g t m < reducedEnergy g t k := by
  cases m with
  | zero =>
    have h := crossing_mem_Ioo hg 0
    refine ⟨crossing g 0 / 2, ⟨by linarith [h.1], by linarith [h.1, h.2]⟩, fun k hk => ?_⟩
    have hk' : (0 : ℝ) < k := by exact_mod_cast Nat.pos_of_ne_zero hk
    have s := crossing_supports hg 0 k
    unfold reducedEnergy
    push_cast at s ⊢
    nlinarith [mul_pos hk' h.1]
  | succ m =>
    have h := crossing_mem_Ioo hg m
    have h' := crossing_mem_Ioo hg (m + 1)
    have hlt : crossing g m < crossing g (m + 1) := crossing_strictMono hg (Nat.lt_succ_self m)
    exact ⟨(crossing g m + crossing g (m + 1)) / 2,
      ⟨by linarith [h.1, h'.1], by linarith [h.2, h'.2]⟩,
      ground_unique hg (by linarith) (by linarith)⟩
```

## From reduced field to cyclotron frequency

For $0<t<1$, solving $\omega_c/2=t\,\Omega(\omega_c)$ gives

$$\Omega=\frac{\omega_0}{\sqrt{1-t^2}},\qquad \omega_c=\frac{2t\,\omega_0}{\sqrt{1-t^2}}.$$

If a frequency $B$ satisfies $B/2<t\,\Omega(B)$, this solution exceeds $B$. Otherwise $B\ge\omega_c>0$, and squaring the hypothesis gives $(1-t^2)B^2/4<t^2\omega_0^2$, that is, $B<\omega_c$, a contradiction.

```lean
/-- A reduced field `t` between 0 and 1 that exceeds the one at cyclotron frequency `B` is
reached at some larger cyclotron frequency. -/
theorem exists_field {ω₀ B : ℝ} (hω : 0 < ω₀) (ht0 : 0 < t) (ht1 : t < 1)
    (hB : B / 2 < t * omega ω₀ B) : ∃ ωc, B < ωc ∧ ωc / 2 = t * omega ω₀ ωc := by
  have hpos : 0 < 1 - t ^ 2 := by nlinarith
  obtain ⟨s, hs, hs2⟩ : ∃ s : ℝ, 0 < s ∧ s ^ 2 = 1 - t ^ 2 :=
    ⟨√(1 - t ^ 2), Real.sqrt_pos.2 hpos, Real.sq_sqrt hpos.le⟩
  -- q is the effective frequency at the field sought
  obtain ⟨q, hq, e⟩ : ∃ q : ℝ, 0 < q ∧ q * s = ω₀ :=
    ⟨ω₀ / s, by positivity, div_mul_cancel₀ _ hs.ne'⟩
  have hp : 0 < t * q := mul_pos ht0 hq
  refine ⟨2 * (t * q), ?_, ?_⟩
  · by_contra hn
    have h := not_lt.1 hn
    have h1 : t * q * s ≤ B / 2 * s := mul_le_mul_of_nonneg_right (by linarith) hs.le
    have h2 : (B / 2) ^ 2 < (t * omega ω₀ B) ^ 2 :=
      pow_lt_pow_left₀ hB (by linarith) two_ne_zero
    have h3 : omega ω₀ B ^ 2 = ω₀ ^ 2 + B ^ 2 / 4 := Real.sq_sqrt (by positivity)
    have h4 : (t * q * s) ^ 2 ≤ (B / 2 * s) ^ 2 := pow_le_pow_left₀ (by positivity) h1 2
    rw [mul_pow, h3] at h2
    rw [mul_assoc, e, mul_pow, mul_pow (B / 2), hs2] at h4
    nlinarith
  · have h : omega ω₀ (2 * (t * q)) = q := by
      have h5 : ω₀ ^ 2 + (2 * (t * q)) ^ 2 / 4 = q ^ 2 := by
        linear_combination (-(q * s + ω₀)) * e + q ^ 2 * hs2
      unfold omega
      rw [h5]
      exact Real.sqrt_sq hq.le
    rw [h]
    ring
```

## Alternation above every field

At a field with reduced value $t>0$, the full spectrum is $E_{n,l}=\Omega\,(2n+1+E_t(l))$. Raising $n$ costs energy, and for $k>0$

$$E_t(-k)=E_t(k)+2tk>E_t(k).$$

So the unique minimizer over the naturals is the unique ground state of the whole spectrum; this is the step `key`.

Given any $B$, we have $B/2<\Omega(B)$. Since $d_m\to1$, some $N$ satisfies $B/2<d_{2N+1}\Omega(B)$. Choose $t_1$ between $d_{2N+1}$ and $d_{2N+2}$, and $t_2$ between $d_{2N+2}$ and $d_{2N+3}$. The corresponding fields satisfy $B<B_1<B_2$, with ground states at the even value $2N+2$ (a singlet) and then at $2N+3$ (a triplet). The theorem can be applied again above $B_2$, so the alternation never ends.

```lean
/-- Above every cyclotron frequency `B` there are two frequencies `B₁ < B₂` at which the unique
ground states of relative motion have an even angular momentum `m` and then `m + 1`. -/
theorem singlet_triplet_oscillations {ω₀ B : ℝ} (hg : 0 < g) (hω : 0 < ω₀) :
    ∃ m : ℕ, Even m ∧ ∃ B₁ B₂ : ℝ, B < B₁ ∧ B₁ < B₂ ∧
      IsUniqueGround ω₀ B₁ g m ∧ IsUniqueGround ω₀ B₂ g (m + 1) := by
  -- strictly between two successive crossings, `m + 1` is the ground state of the full spectrum
  have key : ∀ (m : ℕ) (t ωc : ℝ), ωc / 2 = t * omega ω₀ ωc → crossing g m < t →
      t < crossing g (m + 1) → IsUniqueGround ω₀ ωc g (m + 1) := by
    intro m t ωc ht h1 h2 n l hne
    have hΩ : 0 < omega ω₀ ωc := Real.sqrt_pos.2 (by positivity)
    have ht0 : 0 < t := (crossing_mem_Ioo hg m).1.trans h1
    have e : ∀ (n : ℕ) (l : ℤ), dotEnergy ω₀ ωc g n l =
        omega ω₀ ωc * (2 * n + 1 + reducedEnergy g t l) := by
      intro n l
      unfold dotEnergy reducedEnergy
      linear_combination (-(l : ℝ)) * ht
    rw [e, e]
    refine mul_lt_mul_of_pos_left ?_ hΩ
    have hn : (0 : ℝ) ≤ n := n.cast_nonneg
    rcases lt_or_ge l 0 with hl | hl
    · obtain ⟨k, rfl⟩ : ∃ k : ℕ, l = -(k : ℤ) := ⟨l.natAbs, by omega⟩
      have hk : (0 : ℝ) < k := by
        have : 0 < k := by omega
        exact_mod_cast this
      have h3 := (ground_iff hg m).2 ⟨h1.le, h2.le⟩ k
      have e2 : reducedEnergy g t ((-(k : ℤ) : ℤ) : ℝ) = reducedEnergy g t k + 2 * (t * k) := by
        unfold reducedEnergy effMom
        push_cast
        rw [neg_sq]
        ring
      rw [e2]
      push_cast at h3 ⊢
      linarith [mul_pos ht0 hk]
    · lift l to ℕ using hl with k
      by_cases hk : k = m + 1
      · subst hk
        have hn0 : n ≠ 0 := hne.resolve_right (not_not.2 rfl)
        have hn1 : (1 : ℝ) ≤ n := by exact_mod_cast Nat.one_le_iff_ne_zero.2 hn0
        push_cast
        linarith
      · have h3 := ground_unique hg h1 h2 k hk
        push_cast at h3 ⊢
        linarith
  have hb : B / 2 < 1 * omega ω₀ B := by
    have h3 : omega ω₀ B ^ 2 = ω₀ ^ 2 + B ^ 2 / 4 := Real.sq_sqrt (by positivity)
    rw [one_mul]
    exact lt_of_pow_lt_pow_left₀ 2 (Real.sqrt_nonneg _) (by rw [h3]; nlinarith [pow_pos hω 2])
  have hlim := (crossing_tendsto_one hg).mul_const (omega ω₀ B)
  obtain ⟨N, hN⟩ := eventually_atTop.1 (hlim.eventually (lt_mem_nhds hb))
  have h0 := hN (2 * N + 1) (by omega)
  have m1 : crossing g (2 * N + 1) < crossing g (2 * N + 1 + 1) :=
    crossing_strictMono hg (Nat.lt_succ_self _)
  have m2 : crossing g (2 * N + 1 + 1) < crossing g (2 * N + 1 + 1 + 1) :=
    crossing_strictMono hg (Nat.lt_succ_self _)
  have p := (crossing_mem_Ioo hg (2 * N + 1)).1
  have q := (crossing_mem_Ioo hg (2 * N + 1 + 1 + 1)).2
  have hΩ : ∀ b : ℝ, 0 < omega ω₀ b := fun b => Real.sqrt_pos.2 (by positivity)
  -- choose a point inside each of two neighbouring windows
  obtain ⟨t₁, a1, a2⟩ := exists_between m1
  obtain ⟨t₂, b1, b2⟩ := exists_between m2
  obtain ⟨B₁, hB₁, r1⟩ := exists_field (t := t₁) hω (by linarith) (by linarith)
    (h0.trans (mul_lt_mul_of_pos_right a1 (hΩ B)))
  obtain ⟨B₂, hB₂, r2⟩ := exists_field (t := t₂) (B := B₁) hω (by linarith) (by linarith)
    (by rw [r1]; exact mul_lt_mul_of_pos_right (a2.trans b1) (hΩ B₁))
  exact ⟨2 * N + 1 + 1, ⟨N + 1, by ring⟩, B₁, B₂, hB₁, hB₂,
    key _ t₁ B₁ r1 a1 a2, key _ t₂ B₂ r2 b1 b2⟩
```

The model could also have carried spin explicitly, with a Zeeman term. That term would lower one triplet component by an energy proportional to $\omega_c$, while the singlet's advantage over its neighbours, measured in units of $\Omega$, tends to zero as $m$ grows. The alternation would then stop at high field.

## The limit without repulsion

At $g=0$, $s(k)=k$ on the naturals, so $E_t(k)-E_t(0)=k(1-t)$. This is positive for $k\ge1$ and $t<1$: angular momentum 0 wins at every finite field, and all the crossings have moved to $t=1$.

```lean
/-- Without repulsion, angular momentum 0 is the unique minimizer over the naturals at every
reduced field below 1. -/
theorem no_oscillation_without_repulsion (ht : t < 1) (k : ℕ) (hk : k ≠ 0) :
    reducedEnergy 0 t 0 < reducedEnergy 0 t k := by
  have hk' : (0 : ℝ) < k := by exact_mod_cast Nat.pos_of_ne_zero hk
  have e : ∀ x : ℝ, 0 ≤ x → effMom 0 x = x := by
    intro x hx
    unfold effMom
    rw [add_zero, Real.sqrt_sq hx]
  unfold reducedEnergy
  rw [e 0 le_rfl, e k hk'.le]
  nlinarith [mul_pos hk' (sub_pos.2 ht)]

end

end SingletTripletOscillations
```

```lean
#print axioms SingletTripletOscillations.every_m_is_ground
#print axioms SingletTripletOscillations.singlet_triplet_oscillations
#print axioms SingletTripletOscillations.no_oscillation_without_repulsion
```

```
'SingletTripletOscillations.every_m_is_ground' depends on axioms: [propext, Classical.choice, Quot.sound]
'SingletTripletOscillations.singlet_triplet_oscillations' depends on axioms: [propext, Classical.choice, Quot.sound]
'SingletTripletOscillations.no_oscillation_without_repulsion' depends on axioms: [propext, Classical.choice, Quot.sound]
```
